## Sums of magnetic translations obey the Girvin–MacDonald–Platzman algebra

Electrons moving in a plane under a strong perpendicular magnetic field can be confined to one Landau level. The cyclotron motion is then frozen, and particle \(j\) keeps only its guiding centre \((X_j, Y_j)\), whose components do not commute: with the magnetic length set to one and the field direction chosen accordingly, \([X_j, Y_j] = -i\). Density waves built from these coordinates do not commute either, and the question is whether their commutators close.

### The commutator of two density waves

For a wave vector \(k = (k_0, k_1)\) let \(t_j(k) = \exp[i(k_0X_j + k_1Y_j)]\), and put \(k\wedge q = k_0q_1 - k_1q_0\). The exponents of \(t_j(k)\) and \(t_j(q)\) have commutator \(i\,k\wedge q\), a number, so the Baker–Campbell–Hausdorff formula suggests
\[ t_j(k)\,t_j(q) = e^{i\,k\wedge q/2}\,t_j(k+q), \qquad t_i(k)\,t_j(q) = t_j(q)\,t_i(k)\quad (i\neq j). \]
These two relations are the assumptions. For \(N\) particles obeying them, \(R(k) = \sum_j t_j(k)\) satisfies
\[ [R(k), R(q)] = 2i\sin\!\left(\tfrac{k\wedge q}{2}\right) R(k+q). \]

Write \(\theta = k\wedge q\). Since \(q\wedge k = -\theta\),
\[ [t_j(k), t_j(q)] = \left(e^{i\theta/2} - e^{-i\theta/2}\right)t_j(k+q) = 2i\sin(\theta/2)\,t_j(k+q). \]
Give each particle complex weights \(v_j, w_j\) and set \(R_w(k) = \sum_j w_j t_j(k)\). Bilinearity gives
\[ [R_v(k), R_w(q)] = \sum_{i,j} v_iw_j\,[t_i(k), t_j(q)] = 2i\sin(\theta/2)\sum_j v_jw_j\,t_j(k+q), \]
because the terms with \(i\neq j\) vanish. The last sum is \(R_{vw}(k+q)\), and \(v = w = 1\) yields the claim. For \(\rho(k) = e^{-|k|^2/4}R(k)\), the identity \(-\tfrac14(|k|^2+|q|^2) = -\tfrac14|k+q|^2 + \tfrac12\,k\cdot q\) gives
\[ [\rho(k), \rho(q)] = 2i\sin(\theta/2)\,e^{k\cdot q/2}\,\rho(k+q). \]
A pair interaction that depends only on the separation of the two particles, restricted to a single Landau level with mixing between levels neglected, is quadratic in \(\rho\) up to a constant at fixed particle number, so this algebra fixes its commutator with a density wave.

### Wave vectors, translations and densities in Lean

```lean
import Mathlib

open Complex

namespace GMPAlgebra

noncomputable section
```

A wave vector is a function `Fin 2 → ℝ`; `k 0` and `k 1` are \(k_0\) and \(k_1\), called \(k_x\) and \(k_y\) in the comments.

```lean
/-- The wedge product `k ∧ q = k_x q_y - k_y q_x` of two planar wave vectors
(magnetic length set to one). -/
def wedge (k q : Fin 2 → ℝ) : ℝ := k 0 * q 1 - k 1 * q 0

/-- The commutator `[a, b] = a b - b a`. -/
def comm {A : Type*} [Ring A] (a b : A) : A := a * b - b * a
```

Operators are elements of any complex algebra `A`, and `ι` labels particles. The fields `mul_same` and `commute` are the two relations; the sign of the phase encodes the field direction.

```lean
/-- Guiding-centre translations `t_j(k)`: for one particle they compose with the phase
`exp(i k ∧ q / 2)`, and for different particles they commute. -/
structure MagneticTranslations {ι A : Type*} [Ring A] [Algebra ℂ A]
    (t : ι → (Fin 2 → ℝ) → A) : Prop where
  mul_same : ∀ j k q, t j k * t j q = cexp (I * (wedge k q : ℂ) / 2) • t j (k + q)
  commute : ∀ i j, i ≠ j → ∀ k q, t i k * t j q = t j q * t i k
```

The coordinates \(X_j, Y_j\) never appear, and there is no inner product, adjoint, Hamiltonian or particle statistics. The number of particles is finite; with none, both sides of every density identity are zero.

```lean
variable {ι A : Type*} [Ring A] [Algebra ℂ A] {t : ι → (Fin 2 → ℝ) → A}

/-- The guiding-centre density `R(k) = ∑_j t_j(k)`. -/
def density [Fintype ι] (t : ι → (Fin 2 → ℝ) → A) (k : Fin 2 → ℝ) : A := ∑ j, t j k

/-- The weighted density `R_w(k) = ∑_j w_j t_j(k)` with a complex weight per particle. -/
def wDensity [Fintype ι] (t : ι → (Fin 2 → ℝ) → A) (w : ι → ℂ) (k : Fin 2 → ℝ) : A :=
  ∑ j, w j • t j k
```

The Gaussian stands for the average of the cyclotron part of the plane wave over the lowest Landau level. It enters by definition, so the identification of `projDensity` with the projected electron density is an input.

```lean
/-- The density with Gaussian form factor, `ρ(k) = exp(-|k|²/4) R(k)`. -/
def projDensity [Fintype ι] (t : ι → (Fin 2 → ℝ) → A) (k : Fin 2 → ℝ) : A :=
  cexp (-((k 0 : ℂ) ^ 2 + (k 1 : ℂ) ^ 2) / 4) • density t k
```

### The algebra and its variants

In `comm_single`, `h.mul_same` is applied to both products, `e2` is the antisymmetry of the wedge, and `Complex.exp_mul_I` is Euler's formula, after which the cosines cancel.

```lean
/-- One particle: `[t_j(k), t_j(q)] = 2i sin(k ∧ q / 2) t_j(k + q)`. -/
theorem comm_single (h : MagneticTranslations t) (j : ι) (k q : Fin 2 → ℝ) :
    comm (t j k) (t j q) = (2 * I * (Real.sin (wedge k q / 2) : ℂ)) • t j (k + q) := by
  unfold comm
  rw [h.mul_same, h.mul_same, add_comm q k, ← sub_smul]
  congr 1
  -- the wedge is antisymmetric, so the two phases are `e^{± iθ/2}`
  have e1 : I * (wedge k q : ℂ) / 2 = ((wedge k q : ℂ) / 2) * I := by ring
  have e2 : I * (wedge q k : ℂ) / 2 = (-((wedge k q : ℂ) / 2)) * I := by
    unfold wedge
    push_cast
    ring
  rw [e1, e2, Complex.exp_mul_I, Complex.exp_mul_I, Complex.cos_neg, Complex.sin_neg]
  push_cast
  ring
```

The step `expand` is the double sum, with `Finset.sum_comm` aligning the indices of the reversed product. `Finset.sum_eq_single i` keeps the diagonal term, evaluated by `comm_single`, while `h.commute` removes the others. The product `v * w` is taken particle by particle.

```lean
/-- Weighted densities close on the product of the weights:
`[R_v(k), R_w(q)] = 2i sin(k ∧ q / 2) R_{vw}(k + q)`. -/
theorem comm_wDensity [Fintype ι] (h : MagneticTranslations t) (v w : ι → ℂ)
    (k q : Fin 2 → ℝ) :
    comm (wDensity t v k) (wDensity t w q)
      = (2 * I * (Real.sin (wedge k q / 2) : ℂ)) • wDensity t (v * w) (k + q) := by
  classical
  -- bilinearity of the commutator
  have expand : comm (wDensity t v k) (wDensity t w q)
      = ∑ i, ∑ j, (v i * w j) • comm (t i k) (t j q) := by
    unfold comm wDensity
    rw [Finset.sum_mul_sum, Finset.sum_mul_sum,
      Finset.sum_comm (f := fun j i => (w j • t j q) * (v i • t i k)),
      ← Finset.sum_sub_distrib]
    refine Finset.sum_congr rfl fun i _ => ?_
    rw [← Finset.sum_sub_distrib]
    refine Finset.sum_congr rfl fun j _ => ?_
    rw [smul_mul_smul_comm, smul_mul_smul_comm, mul_comm (w j) (v i), smul_sub]
  rw [expand, wDensity, Finset.smul_sum]
  refine Finset.sum_congr rfl fun i _ => ?_
  -- only the diagonal terms survive
  rw [Finset.sum_eq_single i]
  · rw [comm_single h, smul_comm, Pi.mul_apply]
  · intro j _ hj
    rw [comm, h.commute i j hj.symm, sub_self, smul_zero]
  · intro hi
    exact absurd (Finset.mem_univ i) hi
```

With fixed spin or layer labels \(w_j = \pm1\) one has \(w_j^2 = 1\), so the commutator of two such densities is proportional to \(R(k+q)\). Weights are numbers, so spin-flip operators are not included. Unit weights give the main theorem.

```lean
/-- The Girvin-MacDonald-Platzman algebra: `[R(k), R(q)] = 2i sin(k ∧ q / 2) R(k + q)`. -/
theorem gmp_algebra [Fintype ι] (h : MagneticTranslations t) (k q : Fin 2 → ℝ) :
    comm (density t k) (density t q)
      = (2 * I * (Real.sin (wedge k q / 2) : ℂ)) • density t (k + q) := by
  have e : ∀ p, wDensity t 1 p = density t p := fun p => by
    simp [wDensity, density]
  have := comm_wDensity h 1 1 k q
  rwa [mul_one, e, e, e] at this
```

In `gmp_projected`, `hc` pulls the Gaussians out of the commutator, and the closing `ring` is the identity for \(|k+q|^2\).

```lean
/-- With the Gaussian form factor the algebra reads
`[ρ(k), ρ(q)] = 2i sin(k ∧ q / 2) exp(k · q / 2) ρ(k + q)`. -/
theorem gmp_projected [Fintype ι] (h : MagneticTranslations t) (k q : Fin 2 → ℝ) :
    comm (projDensity t k) (projDensity t q)
      = (2 * I * (Real.sin (wedge k q / 2) : ℂ) * cexp (((k ⬝ᵥ q : ℝ) : ℂ) / 2))
          • projDensity t (k + q) := by
  have hc : ∀ (a b : ℂ) (x y : A), comm (a • x) (b • y) = (a * b) • comm x y := by
    intro a b x y
    rw [comm, comm, smul_mul_smul_comm, smul_mul_smul_comm, mul_comm b a, smul_sub]
  unfold projDensity
  rw [hc, gmp_algebra h, smul_smul, smul_smul, mul_assoc _ (cexp _) (cexp _),
    ← Complex.exp_add, ← Complex.exp_add, mul_comm (cexp _)]
  congr 3
  -- `|k + q|² = |k|² + |q|² + 2 k · q`
  simp only [dotProduct, Fin.sum_univ_two, Pi.add_apply]
  push_cast
  ring
```

If \(k\wedge q = 2\pi n\) with \(n\) an integer, the sine vanishes. Physically, the two translations then span a cell threaded by a whole number of flux quanta; \(n = 0\) is the case of parallel wave vectors.

```lean
/-- Densities commute when `k ∧ q` is an integer multiple of `2π`. -/
theorem density_commute [Fintype ι] (h : MagneticTranslations t) (k q : Fin 2 → ℝ) (n : ℤ)
    (hn : wedge k q = 2 * Real.pi * n) : comm (density t k) (density t q) = 0 := by
  have e : wedge k q / 2 = n * Real.pi := by
    rw [hn]
    ring
  rw [gmp_algebra h, e, Real.sin_int_mul_pi]
  simp
```

### A realisation by shifts and phases

The relations are also satisfied by \(t = 0\), so a realisation with nonzero densities is informative. On complex functions \(\psi\) of one real coordinate \(x_j\) per particle, \(t_j(k)\) replaces \(x_j\) by \(x_j - k_1\) and multiplies by \(e^{i(k_0x_j - k_0k_1/2)}\). This corresponds to \(X_j = x_j\), \(Y_j = i\,\partial/\partial x_j\), acting on arbitrary functions with no norm or antisymmetry imposed.

```lean
/-- Operators on functions of one real coordinate per particle: `t_j(k)` shifts `x_j` by
`k_y` and multiplies by `exp(i (k_x x_j - k_x k_y / 2))`. -/
def landau [DecidableEq ι] (j : ι) (k : Fin 2 → ℝ) : Module.End ℂ ((ι → ℝ) → ℂ) where
  toFun ψ x := cexp (I * ((k 0 : ℂ) * x j - k 0 * k 1 / 2))
    * ψ (Function.update x j (x j - k 1))
  map_add' ψ φ := by
    funext x
    simp [mul_add]
  map_smul' c ψ := by
    funext x
    simp [mul_left_comm]
```

Composing \(t_j(k)t_j(q)\), the shifts add, and the phase exceeds that of \(t_j(k+q)\) by \(-q_0k_1 + \tfrac12(k_0q_1 + k_1q_0) = \tfrac12\,k\wedge q\); this is the first branch of the proof. Shifts of different coordinates commute by `Function.update_comm`. Finally \(R(k)\) applied to \(\psi = 1\) and evaluated at the origin gives \(Ne^{-ik_0k_1/2}\), nonzero for \(N\ge1\), which contradicts `h0`. The right side of the algebra is therefore nonzero here whenever the sine is.

```lean
/-- The shift-and-phase operators satisfy both relations, and for at least one particle
their density `R(k)` is nonzero at every `k`. -/
theorem landau_witness [Fintype ι] [DecidableEq ι] [Nonempty ι] :
    MagneticTranslations (landau (ι := ι)) ∧ ∀ k, density (landau (ι := ι)) k ≠ 0 := by
  have ap : ∀ (j : ι) k (ψ : (ι → ℝ) → ℂ) x, landau j k ψ x
      = cexp (I * ((k 0 : ℂ) * x j - k 0 * k 1 / 2))
        * ψ (Function.update x j (x j - k 1)) := fun _ _ _ _ => rfl
  refine ⟨⟨fun j k q => ?_, fun i j hij k q => ?_⟩, fun k hk => ?_⟩
  · refine LinearMap.ext fun ψ => funext fun x => ?_
    simp only [Module.End.mul_apply, LinearMap.smul_apply, Pi.smul_apply, smul_eq_mul, ap,
      Function.update_self, Function.update_idem, Pi.add_apply, sub_sub]
    rw [← mul_assoc, ← mul_assoc, ← Complex.exp_add, ← Complex.exp_add]
    congr 2
    unfold wedge
    push_cast
    ring
  · refine LinearMap.ext fun ψ => funext fun x => ?_
    simp only [Module.End.mul_apply, ap, Function.update_of_ne hij,
      Function.update_of_ne hij.symm]
    rw [Function.update_comm hij]
    ring
  · -- evaluate on the constant function at the origin
    have h0 := congrFun (LinearMap.congr_fun hk (fun _ => 1)) (fun _ => 0)
    simp [density, LinearMap.sum_apply, Finset.sum_apply, ap] at h0

end

end GMPAlgebra
```

```lean
#print axioms GMPAlgebra.gmp_algebra
#print axioms GMPAlgebra.gmp_projected
#print axioms GMPAlgebra.density_commute
```

```
'GMPAlgebra.gmp_algebra' depends on axioms: [propext, Classical.choice, Quot.sound]
'GMPAlgebra.gmp_projected' depends on axioms: [propext, Classical.choice, Quot.sound]
'GMPAlgebra.density_commute' depends on axioms: [propext, Classical.choice, Quot.sound]
```

### Anticommutators, and particles that fail to commute

What follows is argued in prose only and is not among the theorems above. Adding the two phases in place of subtracting them gives \(t_j(k)t_j(q) + t_j(q)t_j(k) = 2\cos(\theta/2)\,t_j(k+q)\) for one particle; for sums the terms with \(i\neq j\) survive, since they now add.

Without `commute` the algebra fails already for two labels. Let both carry the same one-particle shift-and-phase operators \(t(k)\), so `mul_same` holds and \(R(k) = 2t(k)\). Then \([R(k), R(q)] = 4\cdot 2i\sin(\theta/2)\,t(k+q) = 2\cdot 2i\sin(\theta/2)\,R(k+q)\), twice the required value. At \(k = (\pi, 0)\), \(q = (0, 1)\) the sine equals one and \(R(k+q)\neq0\), so the two sides differ.
